# Hydrogen on a uniform radial grid with three-point differences: the exact s-wave ground-state energy

Take one electron in an s state around a point charge \(Z>0\), in atomic units. Its radial function \(u(r)=rR(r)\) is sampled at \(r_n=nh\) with spacing \(h>0\), and \(u_0=0\). Suppose that only \(u_1=a\) and \(u_2=b\) are non-zero. Three bonds carry kinetic energy and two points carry Coulomb energy. Their sum, whose ratio to \(a^2+b^2\) is the energy of the normalised state, is

\[
\frac{a^2+(b-a)^2+b^2}{2h^2}-\frac{Za^2}{h}-\frac{Zb^2}{2h}.
\]

Put \(s=\sqrt{1+Z^2h^2}\), \(E=(1-s)/h^2\) and \(q=s-Zh\). Since \((s-Zh)(s+Zh)=1\), we have \(1/q=s+Zh\), and so \(s-Zh/2=3q/4+1/(4q)\). Subtracting \(E(a^2+b^2)\) from that sum and multiplying by \(h^2\) gives

\[
q\,a^2-ab+\Big(s-\frac{Zh}{2}\Big)b^2=\frac{(b-2qa)^2}{4q}+\frac{3q}{4}\,b^2\;\ge 0 .
\]

The first square vanishes when \(b/a=2q\), which is the ratio of the first two values of \(nq^n\). The second is the cost of cutting the function off after point 2. On the infinite grid there is one such square for every bond after the first, and \(nq^n\) makes all of them vanish.

## Energy and norm on the grid

In the code `Z` and `h` are real numbers, and `u : ℕ → ℝ` is a real radial function on the infinite grid.

```lean
import Mathlib

open Filter Topology

namespace RadialGridHydrogen

noncomputable section

variable {Z h : ℝ} {u : ℕ → ℝ}
```

The bond from \(n\) to \(n+1\) is assigned its kinetic term and the Coulomb term at its outer end:

\[
e_n=\frac{(u_{n+1}-u_n)^2}{2h^2}-\frac{Z\,u_{n+1}^2}{(n+1)h}.
\]

The Coulomb term is therefore never evaluated at the nucleus. With \(u_0=0\), the kinetic sum is the quadratic form of \(-1/(2h^2)\) times the three-point second difference \(u_{n+1}-2u_n+u_{n-1}\).

```lean
/-- Energy on the bond from grid point `n` to `n + 1`: the kinetic term of the bond and the
Coulomb term at point `n + 1`, for nuclear charge `Z` and spacing `h ≠ 0`. -/
def energyDensity (Z h : ℝ) (u : ℕ → ℝ) (n : ℕ) : ℝ :=
  (u (n + 1) - u n) ^ 2 / (2 * h ^ 2) - Z * u (n + 1) ^ 2 / (((n : ℝ) + 1) * h)
```

The total energy is \(\sum_{n\ge0}e_n\).

```lean
/-- Total energy of a square-summable radial function `u` on the grid of spacing `h ≠ 0`. -/
def gridEnergy (Z h : ℝ) (u : ℕ → ℝ) : ℝ := ∑' n, energyDensity Z h u n
```

The squared norm is \(\sum_{n\ge0}u_n^2\). The quadrature weight \(h\) is left out of both sums, which does not affect their ratio, the energy of the normalised state.

```lean
/-- Squared norm of a square-summable grid function. -/
def gridNormSq (u : ℕ → ℝ) : ℝ := ∑' n, u n ^ 2
```

## The candidate energy and wavefunction

The candidate for the lowest energy is \(E=(1-\sqrt{1+Z^2h^2})/h^2\).

```lean
/-- The energy `(1 - √(1 + Z²h²)) / h²`, for `h ≠ 0`. -/
def groundEnergy (Z h : ℝ) : ℝ := (1 - √(1 + Z ^ 2 * h ^ 2)) / h ^ 2
```

The decay factor per grid step is \(q=\sqrt{1+Z^2h^2}-Zh\).

```lean
/-- The factor `q = √(1 + Z²h²) - Zh`. -/
def decay (Z h : ℝ) : ℝ := √(1 + Z ^ 2 * h ^ 2) - Z * h
```

The candidate state is \(nq^n\), the grid analogue of \(r\,e^{-Zr}\). It is not normalised.

```lean
/-- The radial function `n qⁿ`. -/
def groundState (Z h : ℝ) (n : ℕ) : ℝ := n * decay Z h ^ n
```

The squares of the two-point example become, for general \(n\),

\[
D_n=\frac{\big((n+1)u_{n+2}-(n+2)q\,u_{n+1}\big)^2}{2h^2(n+1)(n+2)q}.
\]

In that example \(D_0\) and \(D_1\) are the two squares found above, divided by \(h^2\).

```lean
/-- Weighted square that measures how far `u` departs from the ratio of `n qⁿ` between the
points `n + 1` and `n + 2`, for `Z, h > 0`. -/
def bondDefect (Z h : ℝ) (u : ℕ → ℝ) (n : ℕ) : ℝ :=
  (((n : ℝ) + 1) * u (n + 1 + 1) - ((n : ℝ) + 2) * decay Z h * u (n + 1)) ^ 2 /
    (2 * h ^ 2 * ((n : ℝ) + 1) * ((n : ℝ) + 2) * decay Z h)
```

## Charge and energy in terms of the decay factor

From \(s^2=1+Z^2h^2>(Zh)^2\) follows \(q>0\), and from \(s^2<(1+Zh)^2\) follows \(q<1\). Adding and subtracting \(q=s-Zh\) and \(1/q=s+Zh\) gives \(s=(1+q^2)/(2q)\) and

\[
Z=\frac{1-q^2}{2qh},\qquad E=-\frac{(1-q)^2}{2qh^2}.
\]

The proof replaces the square root by a variable `s` with known square. It gets the inequalities by comparing squares and the two formulas by clearing denominators.

```lean
/-- For `Z, h > 0` the factor `q` lies between 0 and 1, and the charge and the energy
`groundEnergy` are expressed through `q` and `h`. -/
theorem decay_spec (hZ : 0 < Z) (hh : 0 < h) :
    0 < decay Z h ∧ decay Z h < 1 ∧ Z = (1 - decay Z h ^ 2) / (2 * decay Z h * h) ∧
      groundEnergy Z h = -(1 - decay Z h) ^ 2 / (2 * decay Z h * h ^ 2) := by
  have hs : √(1 + Z ^ 2 * h ^ 2) ^ 2 = 1 + Z ^ 2 * h ^ 2 := Real.sq_sqrt (by positivity)
  have hs0 : 0 ≤ √(1 + Z ^ 2 * h ^ 2) := Real.sqrt_nonneg _
  unfold decay groundEnergy
  generalize √(1 + Z ^ 2 * h ^ 2) = s at hs hs0 ⊢
  have hx : 0 < Z * h := mul_pos hZ hh
  have hq : 0 < s - Z * h := by
    have : Z * h < s := lt_of_pow_lt_pow_left₀ 2 hs0 (by rw [hs]; nlinarith)
    linarith
  have hq1 : s < 1 + Z * h :=
    lt_of_pow_lt_pow_left₀ 2 (by positivity) (by rw [hs]; nlinarith)
  refine ⟨hq, by linarith, ?_, ?_⟩
  · rw [eq_div_iff (mul_pos (mul_pos two_pos hq) hh).ne']
    linear_combination hs
  · rw [div_eq_div_iff (pow_pos hh 2).ne' (mul_pos (mul_pos two_pos hq) (pow_pos hh 2)).ne']
    linear_combination (-h ^ 2) * hs
```

## Completing the square bond by bond

The energy up to a cutoff, measured from \(E\), is a sum of squares and one boundary term:

\[
\sum_{n=0}^{N}\big(e_n-E u_{n+1}^2\big)=\sum_{n=0}^{N-1}D_n+B_N,\qquad
B_N=\frac{u_{N+1}^2}{2h^2}\Big(q\,\frac{N+2}{N+1}-1\Big).
\]

For \(N=0\), the condition \(u_0=0\) turns the left side into \(u_1^2\,(1-2Zh-2Eh^2)/(2h^2)\). This equals \(u_1^2(2q-1)/(2h^2)=B_0\).

For the step from \(N\) to \(N+1\) we need \(B_N+e_{N+1}-Eu_{N+2}^2=D_N+B_{N+1}\). Write \(m=N+1\), \(x=u_{N+1}\), \(y=u_{N+2}\), and multiply by \(2h^2\). Both sides become

\[
\frac{(m+1)q}{m}\,x^2-2xy+\Big(\frac{m}{(m+1)q}+\frac{(m+2)q}{m+1}-1\Big)y^2 .
\]

The Lean proof is this induction. The auxiliary statement `cancel` removes the sum of defects common to both sides, and `field_simp` with `ring` compares the coefficients.

```lean
/-- Ground-state substitution: for `Z, h > 0` and `u 0 = 0`, the energy measured from
`groundEnergy`, summed up to a cutoff, is a sum of bond defects plus one boundary term. -/
theorem sum_ground_state_substitution (hZ : 0 < Z) (hh : 0 < h) (h0 : u 0 = 0) (N : ℕ) :
    ∑ n ∈ Finset.range (N + 1), (energyDensity Z h u n - groundEnergy Z h * u (n + 1) ^ 2) =
      ∑ n ∈ Finset.range N, bondDefect Z h u n +
        u (N + 1) ^ 2 * (decay Z h * (1 + 1 / ((N : ℝ) + 1)) - 1) / (2 * h ^ 2) := by
  obtain ⟨hq, -, hZq, hE⟩ := decay_spec hZ hh
  simp only [energyDensity, bondDefect]
  generalize decay Z h = q at hq hZq hE ⊢
  generalize groundEnergy Z h = E at hE ⊢
  rw [hE, hZq]
  have hq' := hq.ne'
  have hh' := hh.ne'
  induction N with
  | zero =>
    simp only [zero_add, Finset.sum_range_one, Finset.sum_range_zero, h0, Nat.cast_zero]
    field_simp
    ring
  | succ N ih =>
    rw [Finset.sum_range_succ _ (N + 1), ih, Finset.sum_range_succ _ N]
    -- cancel the common sum of defects
    have cancel : ∀ S a b c d : ℝ, a + b = c + d → S + a + b = S + c + d := by
      intro S a b c d H
      linarith
    apply cancel
    have e : ((N + 1 : ℕ) : ℝ) + 1 = (N : ℝ) + 2 := by push_cast; ring
    rw [e]
    have h1 : (N : ℝ) + 1 ≠ 0 := by positivity
    have h2 : (N : ℝ) + 2 ≠ 0 := by positivity
    field_simp
    ring
```

## Removing the cutoff

If \(\sum u_n^2\) converges, so does the energy. The kinetic part is bounded through \((u_{n+1}-u_n)^2\le 2u_{n+1}^2+2u_n^2\), and the Coulomb part through \(u_{n+1}^2/(n+1)\le u_{n+1}^2\). These are `hkin` and `hpot`.

```lean
/-- The energy sum of a square-summable grid function converges. -/
theorem summable_energyDensity (hu : Summable fun n => u n ^ 2) :
    Summable (energyDensity Z h u) := by
  have hu1 : Summable fun n => u (n + 1) ^ 2 := (summable_nat_add_iff 1).2 hu
  have hkin : Summable fun n => (u (n + 1) - u n) ^ 2 :=
    Summable.of_nonneg_of_le (fun n => sq_nonneg _)
      (fun n => by nlinarith [sq_nonneg (u (n + 1) + u n)])
      ((hu1.mul_left 2).add (hu.mul_left 2))
  have hpot : Summable fun n : ℕ => u (n + 1) ^ 2 / ((n : ℝ) + 1) :=
    Summable.of_nonneg_of_le (fun n => by positivity)
      (fun n => div_le_self (sq_nonneg _)
        (by have : (0 : ℝ) ≤ n := n.cast_nonneg
            linarith)) hu1
  refine (summable_congr fun n => ?_).2 ((hkin.div_const (2 * h ^ 2)).sub (hpot.mul_left (Z / h)))
  simp only [energyDensity]
  rw [div_mul_div_comm, mul_comm h]
```

Each \(D_n\) is a square over a positive denominator, because \(q>0\).

```lean
/-- For `Z, h > 0` bond defects are non-negative. -/
theorem bondDefect_nonneg (hZ : 0 < Z) (hh : 0 < h) (n : ℕ) : 0 ≤ bondDefect Z h u n := by
  have hq := (decay_spec hZ hh).1
  unfold bondDefect
  positivity
```

In the boundary term \(u_{N+1}^2\to0\), while the bracket tends to \(q-1\). Hence \(B_N\to0\) and

\[
\sum_{n\ge0}e_n-E\sum_{n\ge0}u_n^2=\sum_{n\ge0}D_n .
\]

`HasSum` says that the series of defects converges and that its sum is the left-hand side. In the proof `hS` is the convergence of the energy measured from \(E\), and `hB` is the vanishing of the boundary term. Their difference gives the limit of the partial sums of \(D_n\), which suffices for non-negative terms.

```lean
/-- For `Z, h > 0` and square-summable `u` with `u 0 = 0`, the energy in excess of
`groundEnergy` times the squared norm is exactly the sum of the bond defects. -/
theorem hasSum_bondDefect (hZ : 0 < Z) (hh : 0 < h) (h0 : u 0 = 0)
    (hu : Summable fun n => u n ^ 2) :
    HasSum (bondDefect Z h u) (gridEnergy Z h u - groundEnergy Z h * gridNormSq u) := by
  have hu1 : Summable fun n => u (n + 1) ^ 2 := (summable_nat_add_iff 1).2 hu
  have hnorm : ∑' n, u (n + 1) ^ 2 = gridNormSq u := by
    unfold gridNormSq
    rw [hu.tsum_eq_zero_add, h0]
    simp
  have hS : HasSum (fun n => energyDensity Z h u n - groundEnergy Z h * u (n + 1) ^ 2)
      (gridEnergy Z h u - groundEnergy Z h * gridNormSq u) := by
    rw [← hnorm]
    exact (summable_energyDensity hu).hasSum.sub (hu1.hasSum.mul_left _)
  -- the boundary term dies out
  have h1 : Tendsto (fun n : ℕ => 1 / ((n : ℝ) + 1)) atTop (𝓝 0) :=
    tendsto_one_div_add_atTop_nhds_zero_nat
  have hB := (hu1.tendsto_atTop_zero.mul
    (((h1.const_add 1).const_mul (decay Z h)).sub_const 1)).div_const (2 * h ^ 2)
  rw [zero_mul, zero_div] at hB
  have hT := (hS.tendsto_sum_nat.comp (tendsto_add_atTop_nat 1)).sub hB
  rw [sub_zero] at hT
  rw [hasSum_iff_tendsto_nat_of_nonneg (bondDefect_nonneg hZ hh)]
  refine hT.congr fun N => ?_
  simp only [Function.comp_apply]
  rw [sum_ground_state_substitution hZ hh h0 N]
  ring
```

## The variational bound and its minimiser

Non-negative defects give \(\sum e_n\ge E\sum u_n^2\). If equality holds, every \(D_n\) is zero, so

\[
(n+1)\,u_{n+2}=(n+2)\,q\,u_{n+1}.
\]

Set \(c=u_1/q\). If \(u_{n+1}=c(n+1)q^{n+1}\), the recursion gives \(u_{n+2}=c(n+2)q^{n+2}\), so \(u_n=c\,nq^n\) at every point. Conversely, any such function satisfies the recursion, and its excess energy is zero.

In words, the theorem takes positive `Z` and `h` and any square-summable real `u` with `u 0 = 0`. It states the bound, and it states that equality holds exactly when `u` is a multiple of `groundState Z h`, with the zero function as the multiple \(c=0\). In the proof `hrec` is the induction that solves the recursion.

```lean
/-- For `Z, h > 0`, every square-summable `u` with `u 0 = 0` has energy at least
`groundEnergy` times its squared norm, with equality exactly for the multiples of `n qⁿ`. -/
theorem grid_variational_principle (hZ : 0 < Z) (hh : 0 < h) (h0 : u 0 = 0)
    (hu : Summable fun n => u n ^ 2) :
    groundEnergy Z h * gridNormSq u ≤ gridEnergy Z h u ∧
      (gridEnergy Z h u = groundEnergy Z h * gridNormSq u ↔
        ∃ c : ℝ, ∀ n, u n = c * groundState Z h n) := by
  have H := hasSum_bondDefect hZ hh h0 hu
  have hq := (decay_spec hZ hh).1
  refine ⟨?_, fun heq => ?_, ?_⟩
  · have h2 : 0 ≤ ∑' n, bondDefect Z h u n := tsum_nonneg (bondDefect_nonneg hZ hh)
    rw [H.tsum_eq] at h2
    linarith
  · -- every defect vanishes, which is a first-order recursion for `u`
    rw [heq, sub_self] at H
    have hR := (hasSum_zero_iff_of_nonneg (bondDefect_nonneg hZ hh)).1 H
    obtain ⟨c, hc⟩ : ∃ c, u 1 = c * decay Z h :=
      ⟨u 1 / decay Z h, (div_mul_cancel₀ _ hq.ne').symm⟩
    have hrec : ∀ n : ℕ, u (n + 1) = c * (((n : ℝ) + 1) * decay Z h ^ (n + 1)) := by
      intro n
      induction n with
      | zero => simp [hc]
      | succ n ih =>
        have h1 : bondDefect Z h u n = 0 := congrFun hR n
        unfold bondDefect at h1
        rcases div_eq_zero_iff.1 h1 with h2 | h2
        · have h3 := (pow_eq_zero_iff two_ne_zero).1 h2
          have hn : (n : ℝ) + 1 ≠ 0 := by positivity
          apply mul_left_cancel₀ hn
          push_cast
          linear_combination h3 + ((n : ℝ) + 2) * decay Z h * ih
        · exact absurd h2 (by positivity)
    refine ⟨c, fun n => ?_⟩
    cases n with
    | zero => simp [h0, groundState]
    | succ n =>
      rw [hrec n]
      unfold groundState
      push_cast
      ring
  · rintro ⟨c, hc⟩
    have hR : ∀ n, bondDefect Z h u n = 0 := by
      intro n
      have h1 : ((n : ℝ) + 1) * u (n + 1 + 1) - ((n : ℝ) + 2) * decay Z h * u (n + 1) = 0 := by
        rw [hc (n + 1 + 1), hc (n + 1)]
        unfold groundState
        push_cast
        ring
      unfold bondDefect
      rw [h1]
      simp
    have h1 := H.tsum_eq
    simp only [hR, tsum_zero] at h1
    linarith
```

The minimiser is an admissible state. The series \(\sum n^2q^{2n}\) converges because \(q^2<1\), and its term at \(n=1\) is \(q^2>0\), so the norm is positive. Dividing by it, the normalised state has energy exactly \(E\). The minimum over normalised states is thus attained, and by the equality condition the minimiser is unique up to sign.

```lean
/-- For `Z, h > 0` the function `n qⁿ` is square-summable with positive norm, and its energy
is `groundEnergy` times its squared norm. -/
theorem groundState_attains (hZ : 0 < Z) (hh : 0 < h) :
    (Summable fun n => groundState Z h n ^ 2) ∧ 0 < gridNormSq (groundState Z h) ∧
      gridEnergy Z h (groundState Z h) = groundEnergy Z h * gridNormSq (groundState Z h) := by
  obtain ⟨hq, hq1, -, -⟩ := decay_spec hZ hh
  have hs : Summable fun n => groundState Z h n ^ 2 := by
    have hr : ‖decay Z h ^ 2‖ < 1 := by
      rw [Real.norm_of_nonneg (sq_nonneg _)]
      exact pow_lt_one₀ hq.le hq1 two_ne_zero
    refine (summable_congr fun n => ?_).2 (summable_pow_mul_geometric_of_norm_lt_one 2 hr)
    unfold groundState
    ring
  refine ⟨hs, hs.tsum_pos (fun n => sq_nonneg _) 1 ?_, ?_⟩
  · simp only [groundState, Nat.cast_one, one_mul, pow_one]
    positivity
  · exact (grid_variational_principle hZ hh (by simp [groundState]) hs).2.2
      ⟨1, fun n => (one_mul _).symm⟩
```

For a function that vanishes from point \(N\) on, both series are finite sums:

\[
E\sum_{n=0}^{N-1}u_n^2\le\sum_{n=0}^{N-1}e_n .
\]

For \(N\ge1\) the last term, \(e_{N-1}\), belongs to the bond from point \(N-1\) to point \(N\), so the kinetic cost of the cutoff is included. The proof identifies the infinite sums with these finite ones and applies the general bound.

```lean
/-- For `Z, h > 0`, if `u 0 = 0` and `u` vanishes from point `N` on, then the energy summed over the
first `N` bonds is at least `groundEnergy` times the sum of `u n ^ 2` over `n < N`. -/
theorem finite_support_bound (hZ : 0 < Z) (hh : 0 < h) (h0 : u 0 = 0) (N : ℕ)
    (hN : ∀ n, N ≤ n → u n = 0) :
    groundEnergy Z h * ∑ n ∈ Finset.range N, u n ^ 2 ≤
      ∑ n ∈ Finset.range N, energyDensity Z h u n := by
  have hA : HasSum (fun n => u n ^ 2) (∑ n ∈ Finset.range N, u n ^ 2) := by
    refine hasSum_sum_of_ne_finset_zero fun n hn => ?_
    have hn' : N ≤ n := by simpa using hn
    simp [hN n hn']
  have hB : HasSum (energyDensity Z h u) (∑ n ∈ Finset.range N, energyDensity Z h u n) := by
    refine hasSum_sum_of_ne_finset_zero fun n hn => ?_
    have hn' : N ≤ n := by simpa using hn
    simp [energyDensity, hN n hn', hN (n + 1) (by omega)]
  have h1 := (grid_variational_principle hZ hh h0 hA.summable).1
  unfold gridNormSq gridEnergy at h1
  rwa [hA.tsum_eq, hB.tsum_eq] at h1
```

## The grid underbinds

With \(x=Z^2h^2>0\) we have \((1+x/2)^2=1+x+x^2/4>1+x\), hence \(\sqrt{1+x}<1+x/2\) and

\[
E=\frac{1-\sqrt{1+x}}{h^2}>-\frac{x}{2h^2}=-\frac{Z^2}{2}.
\]

The right-hand side is the familiar continuum ground-state energy, which enters here only as a number to compare with. For this one-electron s-wave model on an infinite uniform grid, discretisation raises the ground-state energy at every spacing, and \(E\) is a closed-form reference value for a radial solver that uses the same three-point differences on a uniform grid, in a box large enough for the cutoff to be negligible. Higher angular momenta, excited states and non-uniform grids are not treated here.

```lean
/-- The grid underbinds: for `Z, h > 0`, `groundEnergy` lies strictly above `-Z²/2`. -/
theorem grid_underbinds (hZ : 0 < Z) (hh : 0 < h) : -Z ^ 2 / 2 < groundEnergy Z h := by
  have hs : √(1 + Z ^ 2 * h ^ 2) ^ 2 = 1 + Z ^ 2 * h ^ 2 := Real.sq_sqrt (by positivity)
  have hx : 0 < Z ^ 2 * h ^ 2 := by positivity
  have h1 : √(1 + Z ^ 2 * h ^ 2) < 1 + Z ^ 2 * h ^ 2 / 2 :=
    lt_of_pow_lt_pow_left₀ 2 (by positivity) (by rw [hs]; nlinarith [mul_pos hx hx])
  unfold groundEnergy
  rw [lt_div_iff₀ (pow_pos hh 2)]
  linarith

end

end RadialGridHydrogen
```

```lean
#print axioms RadialGridHydrogen.sum_ground_state_substitution
#print axioms RadialGridHydrogen.groundState_attains
#print axioms RadialGridHydrogen.finite_support_bound
#print axioms RadialGridHydrogen.grid_underbinds
```

```
'RadialGridHydrogen.sum_ground_state_substitution' depends on axioms: [propext, Classical.choice, Quot.sound]
'RadialGridHydrogen.groundState_attains' depends on axioms: [propext, Classical.choice, Quot.sound]
'RadialGridHydrogen.finite_support_bound' depends on axioms: [propext, Classical.choice, Quot.sound]
'RadialGridHydrogen.grid_underbinds' depends on axioms: [propext, Classical.choice, Quot.sound]
```
